# Adiabatic connection and Galitskii–Migdal bounds for the RPA correlation energy of a finite screening matrix

Let $X$ be a real positive semidefinite matrix of any finite size, representing $-v^{1/2}\chi_0v^{1/2}$ at one imaginary frequency. Here $v$ is the Coulomb interaction and $\chi_0$ the non-interacting density response. The sign condition, `X.PosSemidef` in Lean, includes symmetry and expresses that an induced density opposes the potential that causes it.

```lean
import Mathlib

open Matrix

namespace RPACorrelationEnergy

noncomputable section

variable {n : Type*} [Fintype n] [DecidableEq n]
```

Scale the interaction to $lv$ with $\chi_0$ held fixed. In the random-phase approximation (RPA), the interaction part of the correlation energy is

$$U(l)=\operatorname{tr}\left[(1+lX)^{-1}X-X\right],$$

written `interactionEnergy X l`. It measures the full interaction $v$ in the system at coupling $l$, so it has no prefactor $l$.

```lean
/-- The interaction part of the correlation energy at coupling strength `l`, for the
screening matrix `X = -v^(1/2) χ₀ v^(1/2)` at one imaginary frequency. -/
def interactionEnergy (X : Matrix n n ℝ) (l : ℝ) : ℝ :=
  trace ((1 + l • X)⁻¹ * X - X)
```

The correlation energy is

$$E_c(X)=\ln\det(1+X)-\operatorname{tr}X,$$

and its value at coupling $l$ is $E_c(lX)$, or `correlationEnergy (l • X)`. The integral over imaginary frequencies from $0$ to $\infty$ and its prefactor $1/2\pi$ are left out of both energies.

```lean
/-- The correlation energy `ln det (1 + X) - tr X` of the screening matrix `X`. -/
def correlationEnergy (X : Matrix n n ℝ) : ℝ :=
  Real.log (det (1 + X)) - trace X
```

## (a) Independent screening modes

Show that there are numbers $x_i\ge0$, not all zero if $X\ne0$, such that whenever every $1+lx_i$ is positive,

$$U(l)=\sum_i\left(\frac{x_i}{1+lx_i}-x_i\right),\qquad E_c(lX)=\sum_i\left[\ln(1+lx_i)-lx_i\right].$$

Diagonalise $X=QDP$, with $D=\operatorname{diag}(x_i)$, $P=Q^T$ and $QP=PQ=1$. Then $1+lX=Q\,\operatorname{diag}(1+lx_i)\,P$, and its inverse has the reciprocal entries. Cyclicity of the trace gives the first sum. The determinant is $\prod_i(1+lx_i)$, whose logarithm gives the second. If all $x_i$ vanished, $X$ would be zero.

In the proof, `hinv` and `hdet` are the inverse and the determinant, and `htr` is the cyclic trace.

```lean
/-- Both energies are sums over independent modes of strengths `x i ≥ 0`, and a nonzero
screening matrix has a nonzero mode. -/
theorem mode_decomposition {X : Matrix n n ℝ} (hX : X.PosSemidef) :
    ∃ x : n → ℝ, (∀ i, 0 ≤ x i) ∧ (X ≠ 0 → ∃ i, x i ≠ 0) ∧
      ∀ l : ℝ, (∀ i, 0 < 1 + l * x i) →
        interactionEnergy X l = ∑ i, (x i / (1 + l * x i) - x i) ∧
        correlationEnergy (l • X) = ∑ i, (Real.log (1 + l * x i) - l * x i) := by
  -- diagonalise the screening matrix
  obtain ⟨Q, P, x, hx, hQP, hXd⟩ : ∃ (Q P : Matrix n n ℝ) (x : n → ℝ),
      (∀ i, 0 ≤ x i) ∧ Q * P = 1 ∧ X = Q * diagonal x * P := by
    have hH := hX.isHermitian
    refine ⟨hH.eigenvectorUnitary, star (hH.eigenvectorUnitary : Matrix n n ℝ),
      hH.eigenvalues, fun i => hX.eigenvalues_nonneg i,
      Matrix.mem_unitaryGroup_iff.1 hH.eigenvectorUnitary.2, ?_⟩
    have h := hH.spectral_theorem
    have e : (RCLike.ofReal ∘ hH.eigenvalues : n → ℝ) = hH.eigenvalues := by
      funext i
      simp
    rw [Unitary.conjStarAlgAut_apply, e] at h
    exact h
  have hPQ : P * Q = 1 := mul_eq_one_comm.1 hQP
  have htr : ∀ d : n → ℝ, trace (Q * diagonal d * P) = ∑ i, d i := by
    intro d
    rw [Matrix.trace_mul_comm, ← mul_assoc, hPQ, one_mul, Matrix.trace_diagonal]
  have hmul : ∀ d e : n → ℝ, (Q * diagonal d * P) * (Q * diagonal e * P)
      = Q * diagonal (fun i => d i * e i) * P := by
    intro d e
    calc (Q * diagonal d * P) * (Q * diagonal e * P)
        = Q * diagonal d * (P * Q) * diagonal e * P := by simp only [mul_assoc]
      _ = _ := by rw [hPQ, mul_one, mul_assoc Q, Matrix.diagonal_mul_diagonal]
  refine ⟨x, hx, ?_, ?_⟩
  · intro h0
    by_contra hne
    have hz : x = 0 := by
      funext i
      by_contra hi
      exact hne ⟨i, hi⟩
    apply h0
    rw [hXd, hz]
    simp
  · intro l hl
    have hone : 1 + l • X = Q * diagonal (fun i => 1 + l * x i) * P := by
      have hd : diagonal (fun i => 1 + l * x i) = 1 + l • diagonal x := by
        ext i j
        by_cases h : i = j
        · subst h
          simp
        · simp [h]
      rw [hd, hXd, mul_add, add_mul, mul_one, hQP, Matrix.mul_smul, Matrix.smul_mul]
    have hinv : (1 + l • X)⁻¹ = Q * diagonal (fun i => (1 + l * x i)⁻¹) * P := by
      apply Matrix.inv_eq_right_inv
      have h1 : (fun i => (1 + l * x i) * (1 + l * x i)⁻¹) = fun _ => (1 : ℝ) :=
        funext fun i => mul_inv_cancel₀ (hl i).ne'
      rw [hone, hmul, h1, Matrix.diagonal_one, mul_one, hQP]
    have htX : trace X = ∑ i, x i := by rw [hXd, htr]
    constructor
    · have h2 : trace ((1 + l • X)⁻¹ * X) = ∑ i, (1 + l * x i)⁻¹ * x i := by
        rw [hinv, hXd, hmul, htr]
      rw [interactionEnergy, Matrix.trace_sub, h2, htX, ← Finset.sum_sub_distrib]
      refine Finset.sum_congr rfl fun i _ => ?_
      rw [div_eq_inv_mul]
    · have hdet : det (1 + l • X) = ∏ i, (1 + l * x i) := by
        have h3 : det Q * det P = 1 := by rw [← Matrix.det_mul, hQP, Matrix.det_one]
        rw [hone, Matrix.det_mul, Matrix.det_mul, Matrix.det_diagonal]
        linear_combination (∏ i, (1 + l * x i)) * h3
      rw [correlationEnergy, hdet, Real.log_prod (fun i _ => (hl i).ne'),
        Matrix.trace_smul, htX, smul_eq_mul, Finset.mul_sum, ← Finset.sum_sub_distrib]
```

## (b) Changing the coupling strength

For $l\ge0$, show that

$$\left.\frac{d}{dt}E_c(tX)\right|_{t=l}=U(l).$$

Each mode in (a) gives

$$\left.\frac{d}{dt}\left[\ln(1+tx_i)-tx_i\right]\right|_{t=l}=\frac{x_i}{1+lx_i}-x_i,$$

and the sum over $i$ is $U(l)$.

The Lean proof turns on `HasDerivAt.congr_of_eventuallyEq`, which carries a derivative from one function to another that agrees with it near the point. `HasDerivAt` is two-sided, so at $l=0$ the mode sum must also hold for slightly negative $t$. This is why (a) asks for $1+lx_i>0$ and not $l\ge0$. The positivity persists nearby by continuity, which is `hev`.

```lean
/-- The derivative of the correlation energy with respect to the coupling strength is the
interaction energy at that strength. -/
theorem hasDerivAt_correlationEnergy {X : Matrix n n ℝ} (hX : X.PosSemidef) {l : ℝ}
    (hl : 0 ≤ l) :
    HasDerivAt (fun t : ℝ => correlationEnergy (t • X)) (interactionEnergy X l) l := by
  obtain ⟨x, hx, -, hm⟩ := mode_decomposition hX
  have hpos : ∀ i, 0 < 1 + l * x i := fun i => by
    have := mul_nonneg hl (hx i)
    linarith
  have hev : ∀ᶠ t in nhds l, ∀ i, 0 < 1 + t * x i :=
    Filter.eventually_all.2 fun i =>
      (isOpen_lt continuous_const (by fun_prop : Continuous fun t : ℝ => 1 + t * x i)).mem_nhds
        (hpos i)
  have hd : HasDerivAt (fun t : ℝ => ∑ i, (Real.log (1 + t * x i) - t * x i))
      (∑ i, (x i / (1 + l * x i) - x i)) l := by
    refine HasDerivAt.fun_sum fun i _ => ?_
    have h1 : HasDerivAt (fun t : ℝ => t * x i) (x i) l := hasDerivAt_mul_const (x i)
    exact ((h1.const_add 1).log (hpos i).ne').fun_sub h1
  rw [(hm l hpos).1]
  exact hd.congr_of_eventuallyEq (hev.mono fun t ht => (hm t ht).2)
```

## (c) Integrating from zero coupling

For $L\ge0$, derive

$$E_c(LX)=\int_0^L U(l)\,dl.$$

Integrate (b) and use $E_c(0)=\ln\det1-0=0$. The mode sum is continuous on $[0,L]$, which supplies the integrability that the fundamental theorem of calculus needs.

```lean
/-- Adiabatic connection: the correlation energy at coupling strength `L` is the integral of
the interaction energy from zero coupling up to `L`. -/
theorem adiabatic_connection {X : Matrix n n ℝ} (hX : X.PosSemidef) {L : ℝ} (hL : 0 ≤ L) :
    correlationEnergy (L • X) = ∫ l in (0 : ℝ)..L, interactionEnergy X l := by
  have hcont : ContinuousOn (interactionEnergy X) (Set.uIcc 0 L) := by
    obtain ⟨x, hx, -, hm⟩ := mode_decomposition hX
    have hpos : ∀ l ∈ Set.uIcc 0 L, ∀ i, 0 < 1 + l * x i := by
      intro l hl i
      rw [Set.uIcc_of_le hL] at hl
      have := mul_nonneg hl.1 (hx i)
      linarith
    have hc : ContinuousOn (fun l : ℝ => ∑ i, (x i / (1 + l * x i) - x i))
        (Set.uIcc 0 L) := by
      refine continuousOn_finsetSum _ fun i _ => ?_
      exact (continuousOn_const.div (by fun_prop) fun l hl => (hpos l hl i).ne').sub
        continuousOn_const
    exact hc.congr fun l hl => (hm l (hpos l hl)).1
  rw [intervalIntegral.integral_eq_sub_of_hasDerivAt
    (f := fun t : ℝ => correlationEnergy (t • X))
    (fun l hl => hasDerivAt_correlationEnergy hX (by
      rw [Set.uIcc_of_le hL] at hl
      exact hl.1)) hcont.intervalIntegrable]
  simp [correlationEnergy]
```

## (d) Inequalities for one mode

For $x>0$, prove

$$2\left[\ln(1+x)-x\right]<\frac{x}{1+x}-x<\ln(1+x)-x<0.$$

Put $y=1+x$. The last inequality is $\ln y<y-1$. The same inequality at $1/y$ gives $x/(1+x)=1-1/y<\ln y$, which is the middle one. For the first, take $t<\sinh t$ at $t=\ln y$:

$$2\ln y<y-\frac1y=x+\frac{x}{1+x}.$$

Subtract $2x$. In Lean these are `h1`, `h2` and `h3`, and `linarith` combines them.

```lean
/-- The energy inequalities for a single mode of strength `x > 0`. -/
theorem mode_bounds {x : ℝ} (hx : 0 < x) :
    2 * (Real.log (1 + x) - x) < x / (1 + x) - x ∧
      x / (1 + x) - x < Real.log (1 + x) - x ∧ Real.log (1 + x) - x < 0 := by
  have hy : 0 < 1 + x := by linarith
  have hq : x / (1 + x) = 1 - (1 + x)⁻¹ := by
    field_simp
    ring
  have h1 := Real.log_lt_sub_one_of_pos hy (by linarith)
  have h2 := Real.log_lt_sub_one_of_pos (inv_pos.2 hy)
    (fun h => by
      have := inv_eq_one.1 h
      linarith)
  rw [Real.log_inv] at h2
  -- the factor two is the inequality t < sinh t at t = ln (1 + x)
  have h3 := Real.self_lt_sinh_iff.2 (Real.log_pos (by linarith : 1 < 1 + x))
  rw [Real.sinh_eq, Real.exp_neg, Real.exp_log hy] at h3
  rw [hq]
  refine ⟨?_, ?_, ?_⟩ <;> linarith
```

## (e) The full screening matrix

Show that $E_c(X)=\int_0^1U(l)\,dl$ and

$$2E_c(X)\le U(1)\le E_c(X)\le0,$$

with all three inequalities strict if $X\ne0$.

The integral is (c) at $L=1$. Sum (d) over the modes: zero modes contribute nothing, and a nonzero $X$ has a positive mode, which makes each sum strict.

In a GW total energy evaluated with the non-interacting Green's function, the Galitskii–Migdal correlation term corresponds to $U(1)$. At fixed $\chi_0$ in this finite matrix model, it misses the kinetic correlation $E_c-U(1)$, which lies between $0$ and $|E_c|$. Self-consistent GW is not covered.

```lean
/-- The correlation energy is the coupling-strength average of the interaction energy, and the
full-strength interaction energy lies between twice the correlation energy and the correlation
energy, which is not positive; all three inequalities are strict unless `X = 0`. -/
theorem galitskii_migdal_bounds {X : Matrix n n ℝ} (hX : X.PosSemidef) :
    correlationEnergy X = (∫ l in (0 : ℝ)..1, interactionEnergy X l) ∧
    (2 * correlationEnergy X ≤ interactionEnergy X 1 ∧
      interactionEnergy X 1 ≤ correlationEnergy X ∧ correlationEnergy X ≤ 0) ∧
    (X ≠ 0 → 2 * correlationEnergy X < interactionEnergy X 1 ∧
      interactionEnergy X 1 < correlationEnergy X ∧ correlationEnergy X < 0) := by
  have hstrict : X ≠ 0 → 2 * correlationEnergy X < interactionEnergy X 1 ∧
      interactionEnergy X 1 < correlationEnergy X ∧ correlationEnergy X < 0 := by
    intro h0
    obtain ⟨x, hx, hne, hm⟩ := mode_decomposition hX
    obtain ⟨k, hk⟩ := hne h0
    have hb := mode_bounds (lt_of_le_of_ne (hx k) (Ne.symm hk))
    obtain ⟨hU, hE⟩ := hm 1 (fun i => by linarith [hx i])
    simp only [one_smul, one_mul] at hU hE
    have hle : ∀ i, 2 * (Real.log (1 + x i) - x i) ≤ x i / (1 + x i) - x i ∧
        x i / (1 + x i) - x i ≤ Real.log (1 + x i) - x i ∧
        Real.log (1 + x i) - x i ≤ 0 := by
      intro i
      rcases (hx i).eq_or_lt with h | h
      · rw [← h]
        simp
      · exact ⟨(mode_bounds h).1.le, (mode_bounds h).2.1.le, (mode_bounds h).2.2.le⟩
    rw [hU, hE]
    refine ⟨?_, ?_, ?_⟩
    · rw [Finset.mul_sum]
      exact Finset.sum_lt_sum (fun i _ => (hle i).1) ⟨k, Finset.mem_univ k, hb.1⟩
    · exact Finset.sum_lt_sum (fun i _ => (hle i).2.1) ⟨k, Finset.mem_univ k, hb.2.1⟩
    · exact Finset.sum_neg' (fun i _ => (hle i).2.2) ⟨k, Finset.mem_univ k, hb.2.2⟩
  refine ⟨by simpa using adiabatic_connection hX zero_le_one, ?_, hstrict⟩
  by_cases h0 : X = 0
  · subst h0
    simp [correlationEnergy, interactionEnergy]
  · obtain ⟨h1, h2, h3⟩ := hstrict h0
    exact ⟨h1.le, h2.le, h3.le⟩
```

## (f) A one-by-one matrix

For $x>0$, evaluate both energies of the matrix $(x)$:

$$U(1)=\frac{x}{1+x}-x,\qquad E_c=\ln(1+x)-x.$$

The inverse is $1/(1+x)$, and trace and determinant are the entry itself.

```lean
/-- The two energies of a system with a single mode of strength `x > 0`. -/
theorem single_mode {x : ℝ} (hx : 0 < x) :
    interactionEnergy !![x] 1 = x / (1 + x) - x ∧
      correlationEnergy !![x] = Real.log (1 + x) - x := by
  have hy : 1 + x ≠ 0 := by linarith
  have hinv : (1 + (1 : ℝ) • !![x])⁻¹ = !![(1 + x)⁻¹] := by
    apply Matrix.inv_eq_right_inv
    ext i j
    fin_cases i
    fin_cases j
    simp [Matrix.mul_apply, hy]
  constructor
  · rw [interactionEnergy, hinv]
    simp [Matrix.trace, div_eq_inv_mul]
  · simp [correlationEnergy, Matrix.trace]
```

## (g) Sharpness of the constants

Find one-by-one matrices with

$$U(1)<cE_c\quad(0\le c<2),\qquad cE_c<U(1)\quad(c>1).$$

For the first, take $x=2-c$. Since $\ln(1+x)\ge2x/(x+2)$,

$$cE_c-U(1)\ge\frac{x^4}{(x+2)(1+x)}>0.$$

For the second, take $s=2c/(c-1)>2$ and $x=s^2-1$. Since $\ln s^2\le2(s-1)$,

$$U(1)-cE_c\ge\frac{x}{1+x}+(c-1)(s-1)>0.$$

Weak screening thus approaches the factor two, and strong screening the factor one.

```lean
/-- Neither bound can be improved by a constant factor: single modes violate
`c Ec ≤ U(1)` for each `0 ≤ c < 2`, and `U(1) ≤ c Ec` for each `c > 1`. -/
theorem bounds_sharp (c : ℝ) :
    (0 ≤ c → c < 2 → ∃ x : ℝ, 0 < x ∧
      interactionEnergy !![x] 1 < c * correlationEnergy !![x]) ∧
    (1 < c → ∃ x : ℝ, 0 < x ∧
      c * correlationEnergy !![x] < interactionEnergy !![x] 1) := by
  constructor
  · -- a weak mode, x = 2 - c
    intro hc0 hc2
    have hx : 0 < 2 - c := by linarith
    refine ⟨2 - c, hx, ?_⟩
    rw [(single_mode hx).1, (single_mode hx).2]
    generalize hxc : 2 - c = x at hx
    have hc : c = 2 - x := by linarith
    have hlog := mul_le_mul_of_nonneg_left (Real.le_log_one_add_of_nonneg hx.le) hc0
    have hgap : c * (2 * x / (x + 2) - x) - (x / (1 + x) - x)
        = x ^ 4 / ((x + 2) * (1 + x)) := by
      rw [hc]
      field_simp
      ring
    have hp : 0 < x ^ 4 / ((x + 2) * (1 + x)) := by positivity
    linarith
  · -- a strong mode, 1 + x = s ^ 2 with s = 2 c / (c - 1)
    intro hc
    have hc1 : 0 < c - 1 := by linarith
    obtain ⟨s, hs⟩ : ∃ s : ℝ, s * (c - 1) = 2 * c :=
      ⟨2 * c / (c - 1), div_mul_cancel₀ _ hc1.ne'⟩
    have hs2 : 2 < s := by
      by_contra h
      nlinarith [mul_le_mul_of_nonneg_right (not_lt.1 h) hc1.le]
    have hx : 0 < s ^ 2 - 1 := by nlinarith
    refine ⟨s ^ 2 - 1, hx, ?_⟩
    rw [(single_mode hx).1, (single_mode hx).2]
    have hsq : 1 + (s ^ 2 - 1) = s ^ 2 := by ring
    have hlog : Real.log (s ^ 2) ≤ 2 * (s - 1) := by
      rw [Real.log_pow]
      have := Real.log_le_sub_one_of_pos (by linarith : 0 < s)
      push_cast
      linarith
    have hq : 0 < (s ^ 2 - 1) / s ^ 2 := by positivity
    have hcl := mul_le_mul_of_nonneg_left hlog (by linarith : 0 ≤ c)
    have hkey : (c - 1) * (s ^ 2 - 1) = 2 * c * (s - 1) + (c - 1) * (s - 1) := by
      linear_combination (s - 1) * hs
    have hpos : 0 < (c - 1) * (s - 1) := mul_pos hc1 (by linarith)
    rw [hsq]
    linarith

end

end RPACorrelationEnergy
```

```lean
#print axioms RPACorrelationEnergy.galitskii_migdal_bounds
-- 'RPACorrelationEnergy.galitskii_migdal_bounds' depends on axioms: [propext, Classical.choice, Quot.sound]
#print axioms RPACorrelationEnergy.bounds_sharp
-- 'RPACorrelationEnergy.bounds_sharp' depends on axioms: [propext, Classical.choice, Quot.sound]
```
